# The exponential of an operator multiplies an eigenvector by the exponential of its eigenvalue

The lemma says that if an operator `A` sends a vector `v` to `a • v`, then the exponential of `A` sends `v` to `Complex.exp a • v`. Here `A` is any continuous linear operator on a finite-dimensional complex inner product space and `a` is any complex number; `A` need not be Hermitian, and `v` need not be normalised and may even be zero. The attempt first shows by induction that `A ^ k` multiplies `v` by `a ^ k`. It then applies the exponential series of `A` to `v`, matches it term by term with the series for the exponential of `a` times `v`, and concludes because a series has only one sum.

The first attempt, which Lean rejects:

```lean
import Mathlib

open scoped InnerProductSpace

namespace ImaginaryTimeProjection

noncomputable section

variable {E : Type*} [NormedAddCommGroup E] [InnerProductSpace ℂ E] [FiniteDimensional ℂ E]

/-- The exponential of an operator acts on an eigenvector as the exponential of the eigenvalue. -/
theorem exp_apply_eigenvector (A : E →L[ℂ] E) (a : ℂ) (v : E) (h : A v = a • v) :
    NormedSpace.exp A v = Complex.exp a • v := by
  haveI : CompleteSpace E := FiniteDimensional.complete ℂ E
  have hpow : ∀ k : ℕ, (A ^ k) v = a ^ k • v := by
    intro k
    induction k with
    | zero => simp
    | succ k ih =>
      rw [pow_succ A]
      change (A ^ k) (A v) = _
      rw [h, map_smul, ih, smul_smul, pow_succ' a]
  -- both exponential series, evaluated on `v`, agree term by term
  have hA : HasSum (fun k : ℕ => ((k.factorial : ℂ)⁻¹) • A ^ k) (NormedSpace.exp A) :=
    NormedSpace.exp_series_hasSum_exp' A
  have ha : HasSum (fun k : ℕ => ((k.factorial : ℂ)⁻¹) • a ^ k) (NormedSpace.exp a) :=
    NormedSpace.exp_series_hasSum_exp' a
  have h1 : HasSum (fun k : ℕ => (((k.factorial : ℂ)⁻¹) • a ^ k) • v)
      (NormedSpace.exp A v) := by
    have h2 := (ContinuousLinearMap.apply ℂ E v).hasSum hA
    convert h2 using 2 with k
    change _ = ((k.factorial : ℂ)⁻¹) • (A ^ k) v
    rw [hpow, smul_assoc]
  rw [Complex.exp_eq_exp_ℂ]
  exact h1.unique (ha.smul_const v)

end

end ImaginaryTimeProjection
```

The compiler's answer:

```
Main.lean:14:2: warning: Try this: 
  haveI̵

The goal is a proposition, so `have` is preferred over `haveI`.
The difference between `have` and `haveI` is that `haveI` inlines the value.
But this is not relevant for proofs because of proof irrelevance.

Note: This linter can be disabled with `set_option linter.style.haveILetI false`
Main.lean:29:31: error: unsolved goals
case e'_6
E : Type u_1
inst✝² : NormedAddCommGroup E
inst✝¹ : InnerProductSpace ℂ E
inst✝ : FiniteDimensional ℂ E
A : E →L[ℂ] E
a : ℂ
v : E
h : A v = a • v
this : CompleteSpace E
hpow : ∀ (k : ℕ), (A ^ k) v = a ^ k • v
hA : HasSum (fun k => (↑k.factorial)⁻¹ • A ^ k) (NormedSpace.exp A)
ha : HasSum (fun k => (↑k.factorial)⁻¹ • a ^ k) (NormedSpace.exp a)
h2 :
  HasSum (fun b => ((ContinuousLinearMap.apply ℂ E) v) ((↑b.factorial)⁻¹ • A ^ b))
    (((ContinuousLinearMap.apply ℂ E) v) (NormedSpace.exp A))
⊢ (NormedSpace.exp A) v = ((ContinuousLinearMap.apply ℂ E) v) (NormedSpace.exp A)
```

The error is an unsolved goal in the proof of `h1`. There `convert h2 using 2 with k` has to match two things: the terms of the series and their sum. It leaves a goal for each. The `change` and `rw` lines prove the first, but nothing deals with the second, which is the goal in the message: `(NormedSpace.exp A) v` must equal `((ContinuousLinearMap.apply ℂ E) v) (NormedSpace.exp A)`. The right-hand side is the map "evaluate at `v`" applied to the exponential, so the two sides are equal by definition, but `convert` did not close the goal by itself. The added `rfl` does. The bullets only give each goal its own block.

The other message is a style warning and did not stop the file from compiling. `haveI` differs from `have` in inlining its value, which makes no difference in a proof, so changing it to `have` is mere tidying.

The mended proof, as a diff:

```diff
@@ -12,5 +12,5 @@
 theorem exp_apply_eigenvector (A : E →L[ℂ] E) (a : ℂ) (v : E) (h : A v = a • v) :
     NormedSpace.exp A v = Complex.exp a • v := by
-  haveI : CompleteSpace E := FiniteDimensional.complete ℂ E
+  have : CompleteSpace E := FiniteDimensional.complete ℂ E
   have hpow : ∀ k : ℕ, (A ^ k) v = a ^ k • v := by
     intro k
@@ -30,6 +30,7 @@
     have h2 := (ContinuousLinearMap.apply ℂ E v).hasSum hA
     convert h2 using 2 with k
-    change _ = ((k.factorial : ℂ)⁻¹) • (A ^ k) v
-    rw [hpow, smul_assoc]
+    · change _ = ((k.factorial : ℂ)⁻¹) • (A ^ k) v
+      rw [hpow, smul_assoc]
+    · rfl
   rw [Complex.exp_eq_exp_ℂ]
   exact h1.unique (ha.smul_const v)
```
